# The double-excitation matrix element of a one- and two-body Hamiltonian

Take four fermionic modes, with 1 and 2 filled and 3 and 4 empty. The operator $c_3^\dagger c_4^\dagger c_2 c_1$ moves both particles into the empty modes. A two-body interaction can bring them back, for instance through the string $c_1^\dagger c_2^\dagger c_4 c_3$. In the expectation value of

$$c_1^\dagger c_2^\dagger c_4 c_3\; c_3^\dagger c_4^\dagger c_2 c_1$$

the operators pair off from the inside, $c_3$ with $c_3^\dagger$, then $c_4$ with $c_4^\dagger$, and likewise for modes 2 and 1. The value is $+1$. Exchanging $c_4$ and $c_3$, or $c_1^\dagger$ and $c_2^\dagger$, reverses the sign.

Let $v_{pqrs}$ be the coefficient of $\tfrac12 c_p^\dagger c_q^\dagger c_s c_r$. Four strings contribute, and the matrix element is

$$\tfrac12\,(v_{1234}-v_{1243}-v_{2134}+v_{2143}).$$

With $v_{1234}=v_{2143}=0.5$ and $v_{1243}=v_{2134}=0.2$ in some energy unit, this is $\tfrac12(0.5-0.2-0.2+0.5)=0.3$, which equals $v_{1234}-v_{1243}$.

## From four strings to one antisymmetrised coefficient

For a finite set of modes, let $c_p$ and $c_p^\dagger$ obey the canonical anticommutation relations, and let

$$H=\sum_{pq}h_{pq}c_p^\dagger c_q+\tfrac12\sum_{pqrs}v_{pqrs}c_p^\dagger c_q^\dagger c_s c_r,\qquad v_{pqrs}=v_{qpsr}.$$

The symmetry of $v$ says that relabelling two identical particles leaves their interaction unchanged. The expectation value in the determinant is a linear functional $f$ with $f(1)=1$. It satisfies $f(c_a^\dagger X)=0$ for virtual $a$, because that mode is empty, and $f(c_iX)=0$ for occupied $i$, because that mode is full. Then, for occupied $i,j$ and virtual $a,b$,

$$f(H\,c_a^\dagger c_b^\dagger c_j c_i)=v_{ijab}-v_{ijba}.$$

**Virtual creators behind other creators.** Since $c_p^\dagger c_a^\dagger X=-c_a^\dagger c_p^\dagger X$, we have $f(c_p^\dagger c_a^\dagger X)=0$. One more exchange gives $f(c_p^\dagger c_q^\dagger c_a^\dagger X)=0$.

**One-body strings.** For any operator $Y$,

$$c_p^\dagger c_q c_a^\dagger c_b^\dagger Y=\delta_{qa}c_p^\dagger c_b^\dagger Y-c_p^\dagger c_a^\dagger c_q c_b^\dagger Y,$$

and $f$ sends both terms to zero.

**Two-body strings.** Moving $c_r$ and then $c_s$ to the right gives

$$c_sc_rc_a^\dagger c_b^\dagger Y=(\delta_{ra}\delta_{sb}-\delta_{rb}\delta_{sa})Y-\delta_{ra}c_b^\dagger c_sY+\delta_{sa}c_b^\dagger c_rY+c_a^\dagger c_sc_rc_b^\dagger Y.$$

With $c_p^\dagger c_q^\dagger$ in front, the last three terms have a virtual creator behind two creators, so $f$ removes them.

**The occupied pair.** What remains is $f(c_p^\dagger c_q^\dagger Y)$ with $Y=c_jc_i$. Moving the creators to the right gives

$$c_p^\dagger c_q^\dagger c_jc_i=\delta_{pi}\delta_{qj}-\delta_{pj}\delta_{qi}-\delta_{qj}c_ic_p^\dagger+\delta_{pj}c_ic_q^\dagger+c_jc_p^\dagger c_q^\dagger c_i.$$

The last three terms begin with an occupied annihilator and vanish under $f$.

**The sums.** The deltas leave

$$\tfrac12\big[(v_{ijab}-v_{ijba})-(v_{jiab}-v_{jiba})\big].$$

By the symmetry, $v_{jiab}=v_{ijba}$ and $v_{jiba}=v_{ijab}$. The bracket is twice $v_{ijab}-v_{ijba}$, and the factor $\tfrac12$ cancels.

In configuration interaction over a finite orthonormal spin-orbital basis, this is the element that couples the reference determinant to a double excitation. The deltas are the full contractions that Wick's theorem would list for this string. Here they come from direct anticommutation, without the theorem for general products.

## Modes, determinant and Hamiltonian in Lean

The modes form a type `n`, and the operators are elements of a complex algebra `A`.

```lean
import Mathlib

open Finset

namespace DoubleExcitationWick

noncomputable section

variable {n A : Type*} [DecidableEq n] [Ring A] [Algebra ℂ A]
```

The families `c` and `cd` stand for $c_p$ and $c_p^\dagger$. Only the anticommutation relations connect them: `cd p` is not required to be the adjoint of `c p`.

```lean
/-- Canonical anticommutation relations for annihilators `c` and creators `cd`. -/
structure IsCAR (c cd : n → A) : Prop where
  ann : ∀ p q, c p * c q + c q * c p = 0
  cre : ∀ p q, cd p * cd q + cd q * cd p = 0
  mixed : ∀ p q, c p * cd q + cd q * c p = if p = q then 1 else 0
```

The finite set `occ` holds the occupied modes, and every other mode is virtual. The functional `f` is linear and normalised, with no positivity assumed. The two vanishing conditions concern only the leftmost operator.

```lean
/-- A normalised functional that vanishes when a virtual creator or an occupied annihilator
stands on the far left. -/
structure IsDeterminantVacuum (c cd : n → A) (occ : Finset n) (f : A →ₗ[ℂ] ℂ) : Prop where
  one : f 1 = 1
  virt : ∀ a, a ∉ occ → ∀ X, f (cd a * X) = 0
  occd : ∀ i, i ∈ occ → ∀ X, f (c i * X) = 0
```

In the Hamiltonian, `h` and `v` are arbitrary complex coefficients, with no Hermiticity imposed. The order `c s * c r` fixes the convention that $v_{pqrs}$ takes particles from $r,s$ to $p,q$ respectively, the index order of $\langle pq|rs\rangle$. The sums require finitely many modes.

```lean
/-- The Hamiltonian with one-body coefficients `h` and two-body coefficients `v`. -/
def hamiltonian [Fintype n] (c cd : n → A) (h : n → n → ℂ) (v : n → n → n → n → ℂ) : A :=
  (∑ p, ∑ q, h p q • (cd p * c q)) +
    (1 / 2 : ℂ) • (∑ p, ∑ q, ∑ r, ∑ s, v p q r s • (cd p * cd q * c s * c r))

/-- The Kronecker delta of two modes. -/
def delta (p q : n) : ℂ := if p = q then 1 else 0
```

## Contractions and vanishing strings

The first lemma is the mixed anticommutator multiplied by an arbitrary $X$ on the right. Keeping $X$ general lets the rule act anywhere in a right-nested product.

```lean
variable {c cd : n → A} {occ : Finset n} {f : A →ₗ[ℂ] ℂ}

/-- Moving an annihilator to the right past a creator leaves a contraction. -/
theorem contract (hC : IsCAR c cd) (p q : n) (X : A) :
    c p * (cd q * X) = delta p q • X - cd q * (c p * X) := by
  have h := congrArg (fun Z => Z * X) (hC.mixed p q)
  simp only [add_mul, mul_assoc] at h
  rw [eq_sub_iff_add_eq, h]
  unfold delta
  split_ifs <;> simp
```

The second lemma moves a creator past an annihilator. It follows from the first by solving for the other term and using the symmetry of the delta.

```lean
/-- Moving a creator to the right past an annihilator leaves a contraction. -/
theorem contract' (hC : IsCAR c cd) (p q : n) (X : A) :
    cd p * (c q * X) = delta p q • X - c q * (cd p * X) := by
  have hd : delta p q = delta q p := by
    by_cases h : p = q
    · subst h; rfl
    · simp [delta, h, Ne.symm h]
  rw [hd, contract hC q p X, sub_sub_cancel]
```

The next two lemmas bring a virtual creator to the far left, where `hf.virt` applies.

```lean
/-- A virtual creator behind one other creator gives zero expectation value. -/
theorem virtual_behind_one (hC : IsCAR c cd) (hf : IsDeterminantVacuum c cd occ f)
    {a : n} (ha : a ∉ occ) (p : n) (X : A) : f (cd p * (cd a * X)) = 0 := by
  have h : cd p * (cd a * X) = -(cd a * (cd p * X)) := by
    rw [← mul_assoc, ← mul_assoc, eq_neg_iff_add_eq_zero, ← add_mul, hC.cre, zero_mul]
  rw [h, map_neg, hf.virt a ha, neg_zero]

/-- A virtual creator behind two other creators gives zero expectation value. -/
theorem virtual_behind_two (hC : IsCAR c cd) (hf : IsDeterminantVacuum c cd occ f)
    {a : n} (ha : a ∉ occ) (p q : n) (X : A) : f (cd p * (cd q * (cd a * X))) = 0 := by
  have h : cd q * (cd a * X) = -(cd a * (cd q * X)) := by
    rw [← mul_assoc, ← mul_assoc, eq_neg_iff_add_eq_zero, ← add_mul, hC.cre, zero_mul]
  rw [h, mul_neg, map_neg, virtual_behind_one hC hf ha, neg_zero]
```

The one-body lemma makes a single contraction. Each of the two resulting terms has a virtual creator behind one other creator.

```lean
/-- A one-body string has zero expectation value in front of two virtual creators. -/
theorem one_body_string (hC : IsCAR c cd) (hf : IsDeterminantVacuum c cd occ f)
    {a b : n} (ha : a ∉ occ) (hb : b ∉ occ) (p q : n) (Y : A) :
    f (cd p * (c q * (cd a * (cd b * Y)))) = 0 := by
  rw [contract hC q a, mul_sub, mul_smul_comm, map_sub, map_smul,
    virtual_behind_one hC hf hb, virtual_behind_one hC hf ha, smul_zero, sub_zero]
```

For the two-body string, the `rw` steps perform the contractions of the derivation above. The facts `ta` and `tb` then remove the terms with a leftover virtual creator, and `ring` collects the deltas.

```lean
/-- In the expectation value of a two-body string in front of two virtual creators and any operator
`Y`, the annihilators of the string are contracted with these creators in the two possible ways,
with opposite signs. -/
theorem two_body_string (hC : IsCAR c cd) (hf : IsDeterminantVacuum c cd occ f)
    {a b : n} (ha : a ∉ occ) (hb : b ∉ occ) (p q r s : n) (Y : A) :
    f (cd p * (cd q * (c s * (c r * (cd a * (cd b * Y)))))) =
      (delta r a * delta s b - delta r b * delta s a) * f (cd p * (cd q * Y)) := by
  have ta := virtual_behind_two hC hf ha
  have tb := virtual_behind_two hC hf hb
  -- each term without two contractions has a virtual creator directly behind `cd p * cd q`
  rw [contract hC r a (cd b * Y), mul_sub (c s), mul_smul_comm, contract hC s b Y,
    contract hC s a (c r * (cd b * Y)), contract hC r b Y]
  simp only [mul_sub, mul_smul_comm, smul_sub, map_sub, map_smul, ta, tb, smul_eq_mul]
  ring
```

The occupied pair is treated in the same way with `contract'`. The factor 1 inserted after `c i` gives the last annihilator something to act on, so that the same rule applies to it.

```lean
/-- The expectation value of two creators followed by two occupied annihilators is an
antisymmetrised product of Kronecker deltas. -/
theorem occupied_pair (hC : IsCAR c cd) (hf : IsDeterminantVacuum c cd occ f)
    {i j : n} (hi : i ∈ occ) (hj : j ∈ occ) (p q : n) :
    f (cd p * (cd q * (c j * c i))) = delta p i * delta q j - delta p j * delta q i := by
  have ti := hf.occd i hi
  have tj := hf.occd j hj
  rw [← mul_one (c i), contract' hC q j, mul_sub, mul_smul_comm, contract' hC p i 1,
    contract' hC p j (cd q * (c i * 1)), contract' hC q i 1]
  simp only [mul_sub, mul_smul_comm, smul_sub, map_sub, map_smul, ti, tj, hf.one, smul_eq_mul]
  ring
```

## Collapsing the sums

The next lemma evaluates a double sum against an antisymmetrised pair of deltas. Its inner statement `key` selects first $r=a$ and then $s=b$.

```lean
/-- An antisymmetrised pair of Kronecker deltas picks two entries out of a double sum. -/
theorem pair_sum [Fintype n] (w : n → n → ℂ) (a b : n) :
    ∑ r, ∑ s, w r s * (delta r a * delta s b - delta r b * delta s a) = w a b - w b a := by
  have key : ∀ a b : n, ∑ r, ∑ s, w r s * (delta r a * delta s b) = w a b := by
    intro a b
    refine (Finset.sum_eq_single a ?_ ?_).trans ((Finset.sum_eq_single b ?_ ?_).trans ?_)
    · intro r _ hr
      simp [delta, hr]
    · exact fun h => absurd (Finset.mem_univ _) h
    · intro s _ hs
      simp [delta, hs]
    · exact fun h => absurd (Finset.mem_univ _) h
    · simp [delta]
  simp only [mul_sub, Finset.sum_sub_distrib, key]
```

The main theorem combines these results. Its hypothesis `hv` is the exchange symmetry, while `hi`, `hj`, `ha` and `hb` place the four labels in the occupied and virtual sets. Distinct labels are not required: if $i=j$ or $a=b$, both sides are zero. The excitation is written in the order $c_a^\dagger c_b^\dagger c_jc_i$, and exchanging $a$ and $b$ changes the sign.

In the proof, `simp only` distributes $H$ over the excitation, removes the one-body part and inserts the deltas. Then `inner_sum` evaluates the sums over $r,s$, and `outer_sum` those over $p,q$. The final `linear_combination` uses the symmetry of $v$ twice, as in the last step by hand.

```lean
/-- For two-body coefficients with the exchange symmetry `v p q r s = v q p s r`, the matrix element
of the Hamiltonian with a double excitation from occupied `i`, `j` to virtual `a`, `b` is the
antisymmetrised two-body coefficient. -/
theorem hamiltonian_double [Fintype n] (hC : IsCAR c cd) (hf : IsDeterminantVacuum c cd occ f)
    (h : n → n → ℂ) (v : n → n → n → n → ℂ) (hv : ∀ p q r s, v p q r s = v q p s r)
    {i j a b : n} (hi : i ∈ occ) (hj : j ∈ occ) (ha : a ∉ occ) (hb : b ∉ occ) :
    f (hamiltonian c cd h v * (cd a * cd b * c j * c i)) = v i j a b - v i j b a := by
  have h1 := one_body_string hC hf ha hb
  have h2 := two_body_string hC hf ha hb
  have h3 := occupied_pair hC hf hi hj
  simp only [hamiltonian, add_mul, Finset.sum_mul, smul_mul_assoc, map_add, map_sum, map_smul,
    mul_assoc, h1, h2, h3, smul_eq_mul, mul_zero, Finset.sum_const_zero, zero_add]
  -- collapse the sums over r, s and then over p, q
  have inner_sum : ∀ p q, ∑ r, ∑ s, v p q r s *
      ((delta r a * delta s b - delta r b * delta s a) *
        (delta p i * delta q j - delta p j * delta q i)) =
      (v p q a b - v p q b a) * (delta p i * delta q j - delta p j * delta q i) := by
    intro p q
    rw [← pair_sum (v p q) a b]
    simp only [Finset.sum_mul, mul_assoc]
  have outer_sum : ∑ p, ∑ q, (v p q a b - v p q b a) *
      (delta p i * delta q j - delta p j * delta q i) =
      (v i j a b - v i j b a) - (v j i a b - v j i b a) :=
    pair_sum (fun p q => v p q a b - v p q b a) i j
  simp only [inner_sum]
  rw [outer_sum]
  linear_combination (-1 / 2 : ℂ) * hv j i a b + (1 / 2 : ℂ) * hv j i b a
```

With three virtual creators, contraction with a two-body string always leaves one of them behind $c_p^\dagger c_q^\dagger$, so the matrix element vanishes. The operator `Y` that follows is arbitrary, which covers triple and higher excitations. No symmetry of `v` is needed.

```lean
/-- The Hamiltonian has zero matrix element with any product that starts with three
virtual creators. -/
theorem hamiltonian_triple [Fintype n] (hC : IsCAR c cd) (hf : IsDeterminantVacuum c cd occ f)
    (h : n → n → ℂ) (v : n → n → n → n → ℂ) {a b d : n}
    (ha : a ∉ occ) (hb : b ∉ occ) (hd : d ∉ occ) (Y : A) :
    f (hamiltonian c cd h v * (cd a * cd b * cd d * Y)) = 0 := by
  have h1 := one_body_string hC hf ha hb
  have h2 := two_body_string hC hf ha hb
  have h3 := virtual_behind_two hC hf hd
  simp only [hamiltonian, add_mul, Finset.sum_mul, smul_mul_assoc, map_add, map_sum, map_smul,
    mul_assoc, h1, h2, h3, smul_eq_mul, mul_zero, Finset.sum_const_zero, add_zero]
```

## A Fock space built on the filled determinant

The assumptions on the operators and on $f$ are met by a concrete model on the exterior algebra. Its unit represents the determinant itself, and its generators represent excitations: particles in virtual modes and holes in occupied ones.

```lean
/-- The exterior algebra over the modes, used as Fock space. -/
abbrev Fock (n : Type*) := ExteriorAlgebra ℂ (n → ℂ)
```

Exterior multiplication adds such an excitation, and contraction removes one.

```lean
/-- Exterior multiplication by the mode `p`. -/
def raise (p : n) : Module.End ℂ (Fock n) :=
  LinearMap.mulLeft ℂ (ExteriorAlgebra.ι ℂ (Pi.single p (1 : ℂ) : n → ℂ))

/-- Contraction with the mode `p`. -/
def lower (p : n) : Module.End ℂ (Fock n) :=
  CliffordAlgebra.contractLeft (LinearMap.proj p : (n → ℂ) →ₗ[ℂ] ℂ)
```

Annihilating an electron in an occupied mode creates a hole, so the two operations exchange roles there.

```lean
/-- Annihilators in the particle-hole picture: an occupied mode is emptied by making a hole. -/
def fockAnn (occ : Finset n) (p : n) : Module.End ℂ (Fock n) :=
  if p ∈ occ then raise p else lower p

/-- Creators in the particle-hole picture: an occupied mode is filled by removing a hole. -/
def fockCre (occ : Finset n) (p : n) : Module.End ℂ (Fock n) :=
  if p ∈ occ then lower p else raise p
```

The functional applies an operator to the unit and reads off the scalar part, which is the amplitude for returning to the determinant.

```lean
/-- The scalar part of an operator applied to the unit of the exterior algebra. -/
def fockVacuum (n : Type*) : Module.End ℂ (Fock n) →ₗ[ℂ] ℂ where
  toFun X := ExteriorAlgebra.algebraMapInv (X 1)
  map_add' X Y := by simp
  map_smul' z X := by simp
```

The last theorem holds for every occupied set. Its proof first establishes the relations between `raise` and `lower`, then checks each anticommutator according to whether the two modes are occupied. The fact `vac` says that a state just produced by `raise` has no scalar part. This gives both vanishing conditions, since a virtual creator and an occupied annihilator are both `raise` operators.

```lean
/-- The particle-hole operators on the exterior algebra obey the anticommutation relations, and
`fockVacuum` is a determinant vacuum for them, for every occupied set. -/
theorem fock_witness (occ : Finset n) :
    IsCAR (fockAnn occ) (fockCre occ) ∧
      IsDeterminantVacuum (fockAnn occ) (fockCre occ) occ (fockVacuum n) := by
  have rr : ∀ p q : n, raise p * raise q + raise q * raise p = 0 := by
    intro p q
    refine LinearMap.ext fun x => ?_
    change ExteriorAlgebra.ι ℂ (Pi.single p (1 : ℂ) : n → ℂ) *
        (ExteriorAlgebra.ι ℂ (Pi.single q (1 : ℂ) : n → ℂ) * x) +
      ExteriorAlgebra.ι ℂ (Pi.single q (1 : ℂ) : n → ℂ) *
        (ExteriorAlgebra.ι ℂ (Pi.single p (1 : ℂ) : n → ℂ) * x) = 0
    rw [← mul_assoc, ← mul_assoc, ← add_mul, ExteriorAlgebra.ι_add_mul_swap, zero_mul]
  have ll : ∀ p q : n, lower p * lower q + lower q * lower p = 0 := by
    intro p q
    refine LinearMap.ext fun x => ?_
    exact eq_neg_iff_add_eq_zero.mp (CliffordAlgebra.contractLeft_comm _ _ x)
  have lr : ∀ p q : n, lower p * raise q + raise q * lower p = if p = q then 1 else 0 := by
    intro p q
    refine LinearMap.ext fun x => ?_
    have h : lower p (raise q x) =
        (Pi.single q (1 : ℂ) : n → ℂ) p • x - raise q (lower p x) :=
      CliffordAlgebra.contractLeft_ι_mul _ _ x
    change lower p (raise q x) + raise q (lower p x) = _
    rw [h, sub_add_cancel]
    by_cases e : p = q
    · subst e; simp
    · simp [e]
  have rl : ∀ p q : n, raise p * lower q + lower q * raise p = if p = q then 1 else 0 := by
    intro p q
    rw [add_comm, lr]
    simp only [@eq_comm _ q p]
  have vac : ∀ (p : n) (X : Module.End ℂ (Fock n)), fockVacuum n (raise p * X) = 0 := by
    intro p X
    change ExteriorAlgebra.algebraMapInv
      (ExteriorAlgebra.ι ℂ (Pi.single p (1 : ℂ) : n → ℂ) * X 1) = 0
    rw [map_mul]
    simp [ExteriorAlgebra.algebraMapInv]
  have ne1 : ∀ p q : n, p ∈ occ → q ∉ occ → p ≠ q := fun p q hp hq e => hq (e ▸ hp)
  refine ⟨⟨fun p q => ?_, fun p q => ?_, fun p q => ?_⟩, ⟨?_, fun a ha X => ?_, fun i hi X => ?_⟩⟩
  · by_cases hp : p ∈ occ <;> by_cases hq : q ∈ occ <;>
      simp only [fockAnn, hp, hq, if_true, if_false]
    · exact rr p q
    · rw [rl, if_neg (ne1 p q hp hq)]
    · rw [lr, if_neg (ne1 q p hq hp).symm]
    · exact ll p q
  · by_cases hp : p ∈ occ <;> by_cases hq : q ∈ occ <;>
      simp only [fockCre, hp, hq, if_true, if_false]
    · exact ll p q
    · rw [lr, if_neg (ne1 p q hp hq)]
    · rw [rl, if_neg (ne1 q p hq hp).symm]
    · exact rr p q
  · by_cases hp : p ∈ occ <;> by_cases hq : q ∈ occ <;>
      simp only [fockAnn, fockCre, hp, hq, if_true, if_false]
    · exact rl p q
    · rw [rr, if_neg (ne1 p q hp hq)]
    · rw [ll, if_neg (ne1 q p hq hp).symm]
    · exact lr p q
  · change ExteriorAlgebra.algebraMapInv (1 : Fock n) = 1
    exact map_one _
  · simp only [fockCre, ha, if_false]
    exact vac a X
  · simp only [fockAnn, hi, if_true]
    exact vac i X

end

end DoubleExcitationWick
```

```lean
#print axioms DoubleExcitationWick.hamiltonian_double
#print axioms DoubleExcitationWick.hamiltonian_triple
```

```
'DoubleExcitationWick.hamiltonian_double' depends on axioms: [propext, Classical.choice, Quot.sound]
'DoubleExcitationWick.hamiltonian_triple' depends on axioms: [propext, Classical.choice, Quot.sound]
```
